# Lower bound on the nearest-neighbour repulsion energy of an odd ring with site occupations between 0 and 1

The theorem `odd_ring_lower_bound` concerns a periodic ring of 2m + 1 sites, with m ≥ 1, whose occupations nᵢ are real numbers between 0 and 1. The energy consists only of the nearest-neighbour repulsion V ∑ nᵢnᵢ₊₁ with V ≥ 0, and the claim is that it is at least V(∑ nᵢ − m), that is, V times the total charge in excess of m. The proof extends the occupations to a sequence `x` on the natural numbers, zero beyond the ring, and rewrites the energy as that of an open chain plus the bond that closes it. It then applies `odd_chain_bound`, which is proved by induction from the triangle, adding two sites at a time, and multiplies the result by V.

Lean 4 with Mathlib refuses this proof:

```lean
import Mathlib

open Finset

namespace OddRingLowerBound

noncomputable section

/-- Nearest-neighbour repulsion energy `V ∑ n_i n_(i+1)` of site occupations `n` on a periodic
ring of `N + 1` sites. -/
def chargeEnergy {N : ℕ} (V : ℝ) (n : Fin (N + 1) → ℝ) : ℝ :=
  V * ∑ i, n i * n (i + 1)

/-- Cutting the ring open: its energy is that of an open chain plus the bond that joins the
last site to the first. -/
theorem chargeEnergy_path {N : ℕ} (V : ℝ) (x : ℕ → ℝ) :
    chargeEnergy V (fun i : Fin (N + 1) => x i) =
      V * (∑ k ∈ range N, x k * x (k + 1) + x N * x 0) := by
  have h : ∀ i : Fin N, ((i.castSucc + 1 : Fin (N + 1)) : ℕ) = i + 1 := by
    intro i
    simp
  have hl : ((Fin.last N + 1 : Fin (N + 1)) : ℕ) = 0 := by simp
  rw [Finset.sum_range]
  simp only [chargeEnergy, Fin.sum_univ_castSucc, h, hl, Fin.val_castSucc, Fin.val_last]

/-- Inserting two sites with occupations `b`, `c` into the bond between `a` and `d` changes the
bond sum by at least the added charge minus one, if all occupations lie between 0 and 1. -/
theorem insert_two_sites {a b c d : ℝ} (ha : 0 ≤ a ∧ a ≤ 1) (hb : 0 ≤ b ∧ b ≤ 1)
    (hc : 0 ≤ c ∧ c ≤ 1) (hd : 0 ≤ d ∧ d ≤ 1) :
    b + c - 1 ≤ a * b + b * c + c * d - a * d := by
  have a' := sub_nonneg.2 ha.2
  have b' := sub_nonneg.2 hb.2
  have c' := sub_nonneg.2 hc.2
  have d' := sub_nonneg.2 hd.2
  have bc := mul_nonneg hb.1 hc.1
  -- interpolate between the four corners of the (a, d) square
  have t1 := mul_nonneg (mul_nonneg ha.1 hd.1) bc
  have t2 := mul_nonneg (mul_nonneg ha.1 d') (add_nonneg c' bc)
  have t3 := mul_nonneg (mul_nonneg a' hd.1) (add_nonneg b' bc)
  have t4 := mul_nonneg (mul_nonneg a' d') (mul_nonneg b' c')
  nlinarith [t1, t2, t3, t4]

/-- For occupations between 0 and 1, the bond sum of a closed chain of `2(m+1) + 1` sites is at
least its total charge minus `m + 1`. -/
theorem odd_chain_bound (x : ℕ → ℝ) (hx : ∀ k, 0 ≤ x k ∧ x k ≤ 1) (m : ℕ) :
    ∑ k ∈ range (2 * (m + 1) + 1), x k - ((m + 1 : ℕ) : ℝ) ≤
      ∑ k ∈ range (2 * (m + 1)), x k * x (k + 1) + x (2 * (m + 1)) * x 0 := by
  induction m with
  | zero =>
    -- the triangle
    have t1 := mul_nonneg (mul_nonneg (hx 0).1 (hx 1).1) (hx 2).1
    have t2 := mul_nonneg (mul_nonneg (sub_nonneg.2 (hx 0).2) (sub_nonneg.2 (hx 1).2))
      (sub_nonneg.2 (hx 2).2)
    norm_num [Finset.sum_range_succ]
    nlinarith [t1, t2]
  | succ m ih =>
    rw [show 2 * (m + 1 + 1) = 2 * (m + 1) + 1 + 1 by ring]
    generalize 2 * (m + 1) = p at ih ⊢
    have step := insert_two_sites (hx p) (hx (p + 1)) (hx (p + 1 + 1)) (hx 0)
    simp only [Finset.sum_range_succ] at ih ⊢
    push_cast at ih ⊢
    linarith

/-- On a ring of `2m + 1 ≥ 3` sites with `V ≥ 0` and occupations between 0 and 1, the repulsion
energy is at least `V` times the charge in excess of `m`. -/
theorem odd_ring_lower_bound {m : ℕ} (hm : 1 ≤ m) {V : ℝ} (hV : 0 ≤ V)
    (n : Fin (2 * m + 1) → ℝ) (hn : ∀ i, 0 ≤ n i ∧ n i ≤ 1) :
    V * (∑ i, n i - m) ≤ chargeEnergy V n := by
  obtain ⟨k, rfl⟩ : ∃ k, m = k + 1 := ⟨m - 1, by omega⟩
  -- list the occupations along the ring
  obtain ⟨x, hx, hb⟩ : ∃ x : ℕ → ℝ, (n = fun i => x i) ∧ ∀ j, 0 ≤ x j ∧ x j ≤ 1 := by
    refine ⟨fun j => if h : j < 2 * (k + 1) + 1 then n ⟨j, h⟩ else 0, ?_, ?_⟩
    · funext i
      beta_reduce
      rw [dif_pos i.isLt]
    · intro j
      beta_reduce
      split_ifs
      · exact hn _
      · norm_num
  have e1 : chargeEnergy V n = V * (∑ j ∈ range (2 * (k + 1)), x j * x (j + 1)
      + x (2 * (k + 1)) * x 0) := by
    rw [hx]
    exact chargeEnergy_path V x
  have e2 : ∑ i, n i = ∑ j ∈ range (2 * (k + 1) + 1), x j := by
    rw [hx]
    exact (Finset.sum_range x).symm
  rw [e1, e2]
  exact mul_le_mul_of_nonneg_left (odd_chain_bound x hb k) hV

end

end OddRingLowerBound
```

Compiling this gives:

```
Main.lean:71:41: error: Type mismatch
  fun i => x i
has type
  ℕ → ℝ
but is expected to have type
  Fin (2 * (k + 1) + 1) → ℝ
```

The error lies in the statement that `n` is given by the sequence `x`, not in the inequality. In `n = fun i => x i` the variable `i` has no stated type, and Lean did not take one from `n` on the other side of the equation. It took it from the application `x i`: since `x` accepts natural numbers, `i` became a natural number and the whole function got type `ℕ → ℝ`. But `n` is defined only on the sites of the ring, `Fin (2 * (k + 1) + 1)`, so the two sides could not be equated. Lean can convert a single site index to a natural number, but here `i` already was one, and there was no index left to convert.

The repair declares `i` to be of type `Fin (2 * (k + 1) + 1)`, which gives both sides the same type. `x (i : ℕ)` then evaluates the sequence at the site's number. Writing out this conversion is only for clarity, as Lean would insert it for plain `x i` once the type of `i` is known. The new line break is mere layout.

The repair, with which the file compiles:

```diff
@@ -69,5 +69,6 @@
   obtain ⟨k, rfl⟩ : ∃ k, m = k + 1 := ⟨m - 1, by omega⟩
   -- list the occupations along the ring
-  obtain ⟨x, hx, hb⟩ : ∃ x : ℕ → ℝ, (n = fun i => x i) ∧ ∀ j, 0 ≤ x j ∧ x j ≤ 1 := by
+  obtain ⟨x, hx, hb⟩ : ∃ x : ℕ → ℝ, (n = fun i : Fin (2 * (k + 1) + 1) => x (i : ℕ)) ∧
+      ∀ j, 0 ≤ x j ∧ x j ≤ 1 := by
     refine ⟨fun j => if h : j < 2 * (k + 1) + 1 then n ⟨j, h⟩ else 0, ?_, ?_⟩
     · funext i
```
